# At most $d^2$ unit vectors in $\mathbb{C}^d$ share a pairwise squared overlap different from 1

Suppose a numerical search for ten unit vectors in $\mathbb{C}^3$ with equal pairwise squared overlaps below 1 keeps failing. Without an upper bound on the size of such a family, the failure could be blamed on the optimiser, the starting points or the tolerance. In fact no such family exists, since ten exceeds $3^2$. In quantum mechanics, this limits how many pure states of a finite, $d$-level system can have the same pairwise transition probability below 1.

```lean
import Mathlib

open Matrix

namespace GerzonBound

noncomputable section

variable {ι : Type*} {d : ℕ}
```

## States, projectors and equal overlaps

A pure state is represented by a unit-norm column $v$ of $d$ complex components, fixed up to an overall phase; in Lean a column is a function `Fin d → ℂ`. Its projector is $P_v = v v^\dagger$, with entries $(P_v)_{kl} = v_k v_l^*$. The definition accepts any vector; $P_v$ is a true projector when $v$ has unit norm.

```lean
/-- The matrix `v v*` built from a vector `v`. -/
def projector (v : Fin d → ℂ) : Matrix (Fin d) (Fin d) ℂ :=
  vecMulVec v (star v)
```

The overlap $\langle v,w\rangle = \sum_k v_k^* w_k$ is `star v ⬝ᵥ w`, conjugated in the first argument. For a family $v_i$ labelled by a type `ι`, we require $\langle v_i,v_i\rangle = 1$ and $|\langle v_i,v_j\rangle|^2 = a$ for $i \ne j$, with one real number $a$.

```lean
/-- A family of unit vectors in `ℂ^d` in which any two members with different labels have squared
overlap `a`. -/
def IsEquiangular (v : ι → Fin d → ℂ) (a : ℝ) : Prop :=
  (∀ i, star (v i) ⬝ᵥ v i = 1) ∧ ∀ i j, i ≠ j → ‖star (v i) ⬝ᵥ v j‖ ^ 2 = a
```

For real vectors the conjugation disappears.

```lean
/-- A family of unit vectors in `ℝ^d` in which any two members with different labels have squared
overlap `a`. -/
def IsRealEquiangular (v : ι → Fin d → ℝ) (a : ℝ) : Prop :=
  (∀ i, v i ⬝ᵥ v i = 1) ∧ ∀ i j, i ≠ j → (v i ⬝ᵥ v j) ^ 2 = a
```

The real counterpart of the projector is the list of products $x_k x_l$. Since $x_k x_l = x_l x_k$, one entry per unordered pair $\{k,l\}$ suffices; `Sym2 (Fin d)` is the type of such pairs, including $k=l$.

```lean
/-- The products `x k * x l` of the components of a real vector, one for each unordered
pair of indices. -/
def pairProducts (x : Fin d → ℝ) : Sym2 (Fin d) → ℝ :=
  fun s => Sym2.lift ⟨fun k l => x k * x l, fun k l => mul_comm (x k) (x l)⟩ s
```

## Traces turn projectors into overlaps

The diagonal entries of $P_v$ add up to the squared norm:
$$\operatorname{Tr} P_v = \sum_k v_k v_k^* = \langle v,v\rangle .$$

```lean
/-- The trace of `v v*` is the squared norm of `v`. -/
theorem trace_projector (v : Fin d → ℂ) : trace (projector v) = star v ⬝ᵥ v := by
  simp only [projector, trace, diag_apply, vecMulVec_apply, dotProduct]
  exact Finset.sum_congr rfl fun k _ => mul_comm _ _
```

For two vectors,
$$\operatorname{Tr}(P_v P_w) = \sum_{k,l} v_k v_l^* w_l w_k^* = \langle v,w\rangle \langle v,w\rangle^* = |\langle v,w\rangle|^2 .$$
The proof writes the squared modulus as a number times its conjugate, expands both sides and compares them term by term.

```lean
/-- The trace of the product of `v v*` and `w w*` is the squared overlap of `v` and `w`. -/
theorem trace_projector_mul (v w : Fin d → ℂ) :
    trace (projector v * projector w) = ((‖star v ⬝ᵥ w‖ ^ 2 : ℝ) : ℂ) := by
  have h : (starRingEnd ℂ) (star v ⬝ᵥ w) = ∑ k, v k * star (w k) := by
    simp [dotProduct, map_sum]
  rw [← Complex.normSq_eq_norm_sq, ← Complex.mul_conj, h]
  simp only [projector, trace, diag_apply, mul_apply, vecMulVec_apply, dotProduct,
    Pi.star_apply]
  rw [Finset.mul_sum]
  refine Finset.sum_congr rfl fun k _ => ?_
  rw [Finset.sum_mul]
  exact Finset.sum_congr rfl fun l _ => by ring
```

## Equal squared overlaps other than 1 make the projectors independent

Let $G_{ii}=1$ and $G_{ij}=a$ for $i\neq j$. If $\sum_j c_j = 0$ and $\sum_j c_j G_{ij} = 0$ for every $i$, then
$$0 = \sum_j c_j G_{ij} = a\sum_j c_j + (1-a)c_i = (1-a)c_i ,$$
so $c_i = 0$ when $a \neq 1$. In the proof, `key` is this splitting of each term into a constant part and a diagonal excess. The lemma holds over any field, so it serves both the complex and the real case.

```lean
/-- If a matrix has ones on the diagonal and a constant `a ≠ 1` elsewhere, a vector in its
kernel whose components sum to zero vanishes. -/
theorem weights_vanish {K : Type*} [Field K] [Fintype ι] (G : ι → ι → K) (a : K)
    (ha : a ≠ 1) (hd : ∀ i, G i i = 1) (ho : ∀ i j, i ≠ j → G i j = a) (c : ι → K)
    (hS : ∑ j, c j = 0) (hG : ∀ i, ∑ j, c j * G i j = 0) (i : ι) : c i = 0 := by
  classical
  -- split each row into a constant part and a diagonal excess
  have key : ∀ j, c j * G i j = a * c j + (if j = i then (1 - a) * c j else 0) := by
    intro j
    by_cases h : j = i
    · rw [if_pos h, h, hd]
      ring
    · rw [if_neg h, ho i j (Ne.symm h)]
      ring
  have hi := hG i
  rw [Finset.sum_congr rfl fun j _ => key j, Finset.sum_add_distrib, ← Finset.mul_sum, hS,
    mul_zero, zero_add, Finset.sum_ite_eq', if_pos (Finset.mem_univ i)] at hi
  exact (mul_eq_zero.mp hi).resolve_left (sub_ne_zero.mpr ha.symm)
```

Now write $P_j$ for the projector on $v_j$ and suppose $\sum_j c_j P_j = 0$. Taking the trace gives $\sum_j c_j = 0$. Multiplying by $P_i$ first and then taking the trace gives
$$\sum_j c_j |\langle v_i,v_j\rangle|^2 = 0 .$$
These are the two conditions of the lemma, with $G_{ij} = |\langle v_i,v_j\rangle|^2$. All $c_i$ therefore vanish. The last two bullets of the proof are these two traces.

```lean
/-- The projectors of an equiangular family with squared overlap `a ≠ 1` are linearly
independent. -/
theorem projectors_linearIndependent [Fintype ι] {v : ι → Fin d → ℂ} {a : ℝ}
    (hv : IsEquiangular v a) (ha : a ≠ 1) :
    LinearIndependent ℂ (fun i => projector (v i)) := by
  rw [Fintype.linearIndependent_iff]
  intro c hc
  refine weights_vanish (fun i j => ((‖star (v i) ⬝ᵥ v j‖ ^ 2 : ℝ) : ℂ)) (a : ℂ)
    (by exact_mod_cast ha) (fun i => ?_) (fun i j hij => ?_) c ?_ (fun i => ?_)
  · simp only [hv.1, norm_one, one_pow, Complex.ofReal_one]
  · simp only [hv.2 i j hij]
  · -- the trace of the relation
    have h := congrArg trace hc
    simpa only [trace_sum, trace_smul, trace_projector, hv.1, smul_eq_mul, mul_one,
      trace_zero] using h
  · -- the trace of the relation against the projector on `v i`
    have h := congrArg (fun M => trace (projector (v i) * M)) hc
    simpa only [Finset.mul_sum, Matrix.mul_smul, trace_sum, trace_smul,
      trace_projector_mul, smul_eq_mul, mul_zero, trace_zero] using h
```

The $d\times d$ complex matrices form a space of dimension $d^2$, and an independent family cannot be larger than the dimension. Hence $n \le d^2$, where $n$ is `Fintype.card ι`.

The hypothesis `a ≠ 1` says physically that the vectors represent different states: unit vectors with squared overlap 1 differ only by a phase. With two or more vectors, the Cauchy–Schwarz inequality already places $a$ between 0 and 1. The theorem bounds the size of a family; it does not say in which dimensions $d^2$ is reached.

```lean
/-- **Gerzon bound**: an equiangular family in `ℂ^d` with squared overlap `a ≠ 1` has at most
`d ^ 2` members. -/
theorem gerzon_bound [Fintype ι] {v : ι → Fin d → ℂ} {a : ℝ}
    (hv : IsEquiangular v a) (ha : a ≠ 1) : Fintype.card ι ≤ d ^ 2 := by
  have h := (projectors_linearIndependent hv ha).fintype_card_le_finrank
  simpa [Module.finrank_matrix, sq] using h
```

## The bound for real vectors

Suppose $\sum_j c_j\, v_{jk}v_{jl} = 0$ for all $k,l$, where $v_{jk}$ is component $k$ of $v_j$. Setting $l=k$ and summing over $k$ gives $\sum_j c_j = 0$. Multiplying by $v_{ik}v_{il}$ and summing over $k,l$ gives
$$\sum_j c_j (v_i\cdot v_j)^2 = 0 .$$
The lemma applies again, and there are $d(d+1)/2$ unordered pairs, so $n \le d(d+1)/2$. The two `calc` blocks carry out these sums by exchanging their order.

```lean
/-- **Real Gerzon bound**: an equiangular family in `ℝ^d` with squared overlap `a ≠ 1` has at
most `d (d + 1) / 2` members. -/
theorem real_gerzon_bound [Fintype ι] {v : ι → Fin d → ℝ} {a : ℝ}
    (hv : IsRealEquiangular v a) (ha : a ≠ 1) : Fintype.card ι ≤ d * (d + 1) / 2 := by
  have hli : LinearIndependent ℝ (fun i => pairProducts (v i)) := by
    rw [Fintype.linearIndependent_iff]
    intro c hc
    -- the relation, component by component
    have e : ∀ k l, ∑ j, c j * (v j k * v j l) = 0 := fun k l => by
      have h := congrFun hc s(k, l)
      simpa [pairProducts] using h
    refine weights_vanish (fun i j => (v i ⬝ᵥ v j) ^ 2) a ha (fun i => ?_) hv.2 c ?_
      (fun i => ?_)
    · simp only [hv.1, one_pow]
    · calc ∑ j, c j = ∑ j, ∑ k, c j * (v j k * v j k) :=
            Finset.sum_congr rfl fun j _ => by
              have h : ∑ k, v j k * v j k = 1 := hv.1 j
              rw [← Finset.mul_sum, h, mul_one]
        _ = ∑ k, ∑ j, c j * (v j k * v j k) := Finset.sum_comm
        _ = 0 := Finset.sum_eq_zero fun k _ => e k k
    · calc ∑ j, c j * (v i ⬝ᵥ v j) ^ 2
          = ∑ j, ∑ k, ∑ l, (v i k * v i l) * (c j * (v j k * v j l)) :=
            Finset.sum_congr rfl fun j _ => by
              rw [sq, dotProduct, Finset.sum_mul_sum, Finset.mul_sum]
              refine Finset.sum_congr rfl fun k _ => ?_
              rw [Finset.mul_sum]
              exact Finset.sum_congr rfl fun l _ => by ring
        _ = 0 := by
            rw [Finset.sum_comm]
            refine Finset.sum_eq_zero fun k _ => ?_
            rw [Finset.sum_comm]
            refine Finset.sum_eq_zero fun l _ => ?_
            rw [← Finset.mul_sum, e, mul_zero]
  -- count the unordered pairs of indices
  have h := hli.fintype_card_le_finrank
  rw [Module.finrank_fintype_fun_eq_card, Sym2.card, Fintype.card_fin,
    Nat.choose_two_right, Nat.add_sub_cancel, mul_comm] at h
  exact h
```

## Small families and the excluded overlap

Three unit vectors in the plane at 120° have pairwise overlap $-1/2$.

```lean
/-- Three unit vectors in the plane at mutual angles of 120 degrees. -/
def trine : Fin 3 → Fin 2 → ℝ :=
  ![![1, 0], ![-1 / 2, √3 / 2], ![-1 / 2, -(√3 / 2)]]
```

Their squared overlap is $1/4$, and their number is $3 = 2\cdot 3/2$, so the real bound is attained for $d=2$.

```lean
/-- The trine is equiangular with squared overlap `1/4`, and its size equals the real Gerzon
bound for `d = 2`. -/
theorem trine_attains_real_bound :
    IsRealEquiangular trine (1 / 4) ∧ Fintype.card (Fin 3) = 2 * (2 + 1) / 2 := by
  have h : √3 ^ 2 = (3 : ℝ) := Real.sq_sqrt (by norm_num)
  refine ⟨⟨fun i => ?_, fun i j hij => ?_⟩, by simp⟩
  · fin_cases i <;> simp [trine, dotProduct, Fin.sum_univ_two] <;>
      linear_combination (1 / 4) * h
  · fin_cases i <;> fin_cases j <;>
      first
      | exact absurd rfl hij
      | (simp [trine, dotProduct, Fin.sum_univ_two];
          first
          | norm_num
            done
          | linear_combination ((√3 ^ 2 + 1) / 16) * h)
```

A complex example in $\mathbb{C}^2$ consists of $(1,0)$, $(1+i,1+i)/2$ and $(1+i,1-i)/2$.

```lean
/-- Three vectors in `ℂ^2`, with components `(1, 0)`, `(1 + i, 1 + i) / 2` and
`(1 + i, 1 - i) / 2`. -/
def unbiasedTriple : Fin 3 → Fin 2 → ℂ :=
  ![![1, 0], ![⟨1 / 2, 1 / 2⟩, ⟨1 / 2, 1 / 2⟩], ![⟨1 / 2, 1 / 2⟩, ⟨1 / 2, -1 / 2⟩]]
```

Each has unit norm. The first has overlap $(1+i)/2$ with each of the others, and the overlap of the second with the third is $(1-i)/2$. Every squared modulus is $1/2$.

```lean
/-- The three vectors of `unbiasedTriple` are equiangular with squared overlap `1/2`. -/
theorem isEquiangular_witness : IsEquiangular unbiasedTriple (1 / 2) := by
  refine ⟨fun i => ?_, fun i j hij => ?_⟩
  · fin_cases i <;>
      simp [unbiasedTriple, dotProduct, Fin.sum_univ_two, Complex.ext_iff] <;> norm_num
  · rw [← Complex.normSq_eq_norm_sq]
    fin_cases i <;> fin_cases j <;>
      first
      | exact absurd rfl hij
      | (simp [unbiasedTriple, dotProduct, Fin.sum_univ_two, Complex.normSq_apply];
          norm_num)
```

At $a=1$ the bound fails: $n$ copies of one unit vector $u$ satisfy $|\langle u,u\rangle|^2 = 1$ for every pair, whatever $n$ is.

```lean
/-- Any number of copies of one unit vector form an equiangular family with squared
overlap `1`. -/
theorem copies_isEquiangular (u : Fin d → ℂ) (hu : star u ⬝ᵥ u = 1) (n : ℕ) :
    IsEquiangular (fun _ : Fin n => u) 1 :=
  ⟨fun _ => hu, fun _ _ _ => by simp only [hu, norm_one, one_pow]⟩

end

end GerzonBound
```

```lean
#print axioms GerzonBound.gerzon_bound
#print axioms GerzonBound.real_gerzon_bound
#print axioms GerzonBound.trine_attains_real_bound
#print axioms GerzonBound.copies_isEquiangular
```

```
'GerzonBound.gerzon_bound' depends on axioms: [propext, Classical.choice, Quot.sound]
'GerzonBound.real_gerzon_bound' depends on axioms: [propext, Classical.choice, Quot.sound]
'GerzonBound.trine_attains_real_bound' depends on axioms: [propext, Classical.choice, Quot.sound]
'GerzonBound.copies_isEquiangular' depends on axioms: [propext, Classical.choice, Quot.sound]
```
